# The total scattering phase of a finite-level system from the determinant of its inverse Green's function

Let H be an n×n Hermitian matrix, W an n×m matrix and x a real energy. If M(x) = x − H + (i/2)WW† is invertible, then S = 1 − iW†M⁻¹W satisfies

det S = det(x − H − (i/2)WW†) / det M = exp(2iδ), with δ = −arg det M.

The energy derivative of det S is then governed by a sum of Lorentzians, one for each complex resonance energy. For non-interacting transport through finitely many levels with energy-independent coupling, the total phase therefore follows from an n×n determinant, without constructing S.

## Levels, channels and resonances

The finite index types `n` and `m` label levels and channels, and `ᴴ` is the dagger.

```lean
import Mathlib

open Matrix Complex ComplexConjugate

namespace TotalScatteringPhase

noncomputable section

variable {n m : Type*} [Fintype n] [DecidableEq n] [Fintype m] [DecidableEq m]
```

The leads enter M through the broadening term (i/2)WW†; the Hermitian part of their self-energy, if there is one, must already be included in H. The matrix M is the inverse of the retarded Green's function G.

```lean
/-- The inverse Green's function `x - H + (i/2) W W†` at real energy `x`. -/
def invGreen (H : Matrix n n ℂ) (W : Matrix n m ℂ) (x : ℝ) : Matrix n n ℂ :=
  (x : ℂ) • (1 : Matrix n n ℂ) - H + (I / 2) • (W * Wᴴ)
```

With this normalisation of W, S has no further factor of 2π.

```lean
/-- The scattering matrix `S = 1 - i W† G W`. -/
def scattering (H : Matrix n n ℂ) (W : Matrix n m ℂ) (x : ℝ) : Matrix m m ℂ :=
  1 - I • (Wᴴ * (invGreen H W x)⁻¹ * W)
```

The same broadening defines the effective Hamiltonian H_eff = H − (i/2)WW†, so M = x − H_eff.

```lean
/-- The effective Hamiltonian `H - (i/2) W W†` of the open system. -/
def effHam (H : Matrix n n ℂ) (W : Matrix n m ℂ) : Matrix n n ℂ :=
  H - (I / 2) • (W * Wᴴ)
```

Its eigenvalues z are the resonance energies. A multiset keeps repeated eigenvalues.

```lean
/-- The complex resonance energies: eigenvalues of the effective Hamiltonian, with
algebraic multiplicity. -/
def resonances (H : Matrix n n ℂ) (W : Matrix n m ℂ) : Multiset ℂ :=
  (effHam H W).charpoly.roots
```

Each z contributes a Lorentzian, which vanishes when z is real, and their sum is

τ(x) = Σ −2 Im z / |x − z|².

```lean
/-- The sum of Lorentzians `-2 Im z / |x - z|²` over a collection of complex energies `z`. -/
def lorentzSum (s : Multiset ℂ) (x : ℝ) : ℝ :=
  (s.map fun z => -2 * z.im / normSq ((x : ℂ) - z)).sum
```

## From channel space to level space

Sylvester's identity det(1 − AB) = det(1 − BA), with A = W† and B = iM⁻¹W, gives

det S = det(1 − iM⁻¹WW†).

Multiplication by det M yields

det M · det S = det(M − iWW†) = det(x − H − (i/2)WW†).

The hypothesis `hM`, det M ≠ 0, says that G exists at x. For Hermitian H it fails only when some eigenvector of H with eigenvalue x is decoupled from every channel; such an eigenvector can be a superposition of levels that are each coupled. This step does not need H to be Hermitian. In the proof, `Matrix.det_one_sub_mul_comm` is Sylvester's identity, and `module` combines i/2 − i into −i/2.

```lean
/-- Where the Green's function exists (`det(x - H + (i/2) W W†) ≠ 0`), the determinant of the
scattering matrix is the ratio of the determinants of `x - H - (i/2) W W†` and `x - H + (i/2) W W†`.
-/
theorem det_scattering (H : Matrix n n ℂ) (W : Matrix n m ℂ) (x : ℝ)
    (hM : (invGreen H W x).det ≠ 0) :
    (scattering H W x).det =
      ((x : ℂ) • (1 : Matrix n n ℂ) - H - (I / 2) • (W * Wᴴ)).det
        / (invGreen H W x).det := by
  have hS : scattering H W x = 1 - Wᴴ * (I • ((invGreen H W x)⁻¹ * W)) := by
    rw [scattering, Matrix.mul_smul, Matrix.mul_assoc]
  -- Sylvester's identity passes from channel space to level space
  rw [eq_div_iff hM, hS, Matrix.det_one_sub_mul_comm, mul_comm, ← Matrix.det_mul]
  congr 1
  have hinv : invGreen H W x * (invGreen H W x)⁻¹ = 1 :=
    Matrix.mul_nonsing_inv _ (isUnit_iff_ne_zero.mpr hM)
  rw [Matrix.mul_sub, Matrix.mul_one, Matrix.smul_mul, Matrix.mul_smul,
    Matrix.mul_assoc, ← Matrix.mul_assoc (invGreen H W x), hinv, Matrix.one_mul, invGreen]
  module
```

The same two moves, carried out here by hand only, treat an impurity AB† added to an n×n matrix H₀, with A and B now any two n×k matrices: at an energy E where E − H₀ is invertible,

det(1 − B†(E − H₀)⁻¹A) = det(E − H₀ − AB†) / det(E − H₀).

## The phase

For Hermitian H and real x, taking the adjoint changes only the sign of the broadening term:

M† = x − H − (i/2)WW†.

```lean
omit [Fintype n] [DecidableEq m] in
/-- For Hermitian `H`, the matrix `x - H - (i/2) W W†` is the adjoint of the inverse
Green's function. -/
theorem invGreen_adjoint {H : Matrix n n ℂ} (hH : H.IsHermitian) (W : Matrix n m ℂ) (x : ℝ) :
    (invGreen H W x)ᴴ = (x : ℂ) • (1 : Matrix n n ℂ) - H - (I / 2) • (W * Wᴴ) := by
  have hI : star (I / 2) = -(I / 2) := by
    apply Complex.ext <;> simp
    norm_num
  have hx : star (x : ℂ) = (x : ℂ) := Complex.conj_ofReal x
  rw [invGreen, conjTranspose_add, conjTranspose_sub, conjTranspose_smul, conjTranspose_smul,
    conjTranspose_one, conjTranspose_mul, conjTranspose_conjTranspose, hH.eq, hI, hx,
    neg_smul, ← sub_eq_add_neg]
```

The numerator is therefore the complex conjugate of det M. Writing det M = |det M| exp(iθ) gives

det S = exp(−iθ) / exp(iθ) = exp(−2iθ), so δ = −θ.

Lean's `arg` is the principal value, so δ may jump by 2π as x varies, which leaves exp(2iδ) unchanged. The result fixes |det S| = 1, a weaker statement than unitarity of S.

```lean
/-- Total scattering phase: for Hermitian `H` and real `x` at which the Green's function exists,
`det S` is the ratio of the two level-space determinants and equals `exp(2iδ)` with `δ = -arg det(x
- H + (i/2) W W†)`. -/
theorem total_scattering_phase {H : Matrix n n ℂ} (hH : H.IsHermitian) (W : Matrix n m ℂ)
    (x : ℝ) (hM : (invGreen H W x).det ≠ 0) :
    (scattering H W x).det =
      ((x : ℂ) • (1 : Matrix n n ℂ) - H - (I / 2) • (W * Wᴴ)).det
        / (invGreen H W x).det ∧
    (scattering H W x).det = exp (2 * I * ((-arg (invGreen H W x).det : ℝ) : ℂ)) := by
  refine ⟨det_scattering H W x hM, ?_⟩
  rw [det_scattering H W x hM, ← invGreen_adjoint hH, det_conjTranspose, div_eq_iff hM]
  generalize (invGreen H W x).det = d
  -- polar form of the determinant and of its conjugate
  have hd : (‖d‖ : ℂ) * exp (arg d * I) = d := Complex.norm_mul_exp_arg_mul_I d
  have hc : star d = (‖d‖ : ℂ) * exp (-(arg d * I)) := by
    calc star d = conj ((‖d‖ : ℂ) * exp (arg d * I)) := by rw [hd]; rfl
      _ = _ := by
        rw [map_mul, conj_ofReal, ← exp_conj, map_mul, conj_ofReal, conj_I, mul_neg]
  have he : exp (-(arg d * I)) = exp (2 * I * ((-arg d : ℝ) : ℂ)) * exp (arg d * I) := by
    rw [← Complex.exp_add]
    congr 1
    push_cast
    ring
  rw [hc, he]
  linear_combination exp (2 * I * ((-arg d : ℝ) : ℂ)) * hd
```

## One factor per resonance

Since M = x − H_eff, its determinant is the characteristic polynomial of H_eff evaluated at x. Over the complex numbers this polynomial splits:

det M = ∏ (x − z).

```lean
omit [DecidableEq m] in
/-- The determinant of the inverse Green's function is the product of `x - z` over the
resonance energies `z`. -/
theorem det_invGreen (H : Matrix n n ℂ) (W : Matrix n m ℂ) (x : ℝ) :
    (invGreen H W x).det = ((resonances H W).map fun z => (x : ℂ) - z).prod := by
  have hM : invGreen H W x = Matrix.scalar n (x : ℂ) - effHam H W := by
    rw [Matrix.scalar_apply, ← Matrix.smul_one_eq_diagonal, invGreen, effHam]
    abel
  have h := (IsAlgClosed.splits (effHam H W).charpoly).eq_prod_roots
  rw [(Matrix.charpoly_monic _).leadingCoeff, Polynomial.C_1, one_mul] at h
  rw [hM, ← Matrix.eval_charpoly]
  conv_lhs => rw [h]
  rw [Polynomial.eval_multiset_prod, Multiset.map_map]
  simp [resonances]
```

Conjugating the product, with x real, gives the numerator:

det S = ∏ (x − z̄)/(x − z).

```lean
/-- For Hermitian `H` and real `x` at which the Green's function exists, `det S` is the product of
the factors `(x - z̄)/(x - z)` over the resonance energies `z`. -/
theorem det_scattering_eq_prod {H : Matrix n n ℂ} (hH : H.IsHermitian) (W : Matrix n m ℂ)
    (x : ℝ) (hM : (invGreen H W x).det ≠ 0) :
    (scattering H W x).det =
      ((resonances H W).map fun z => ((x : ℂ) - conj z) / ((x : ℂ) - z)).prod := by
  have hn : star (invGreen H W x).det =
      ((resonances H W).map fun z => (x : ℂ) - conj z).prod := by
    rw [det_invGreen, ← starRingEnd_apply, map_multiset_prod, Multiset.map_map]
    simp
  rw [det_scattering H W x hM, ← invGreen_adjoint hH, det_conjTranspose, hn,
    Multiset.prod_map_div, ← det_invGreen]
```

For one factor f = (x − z̄)/(x − z), the quotient rule gives

f′ = (z̄ − z)/(x − z)² = i · (−2 Im z/|x − z|²) · f.

The product rule adds these contributions. The proof is an induction on the multiset, with `key` as the one-factor identity.

```lean
/-- At a real `x` different from every `z`, a product of factors `(x - z̄)/(x - z)` has logarithmic
derivative `i` times the sum of Lorentzians of the energies `z`. -/
theorem hasDerivAt_prod (s : Multiset ℂ) (x : ℝ) (h : ∀ z ∈ s, (x : ℂ) ≠ z) :
    HasDerivAt (fun t : ℝ => (s.map fun z => ((t : ℂ) - conj z) / ((t : ℂ) - z)).prod)
      (I * (lorentzSum s x : ℂ) *
        (s.map fun z => ((x : ℂ) - conj z) / ((x : ℂ) - z)).prod) x := by
  induction s using Multiset.induction_on with
  | empty => simpa [lorentzSum] using hasDerivAt_const x (1 : ℂ)
  | cons z s ih =>
    have hz : (x : ℂ) - z ≠ 0 := sub_ne_zero.mpr (h z (Multiset.mem_cons_self z s))
    have hz' : (x : ℂ) - conj z ≠ 0 := by
      intro h0
      apply hz
      have h1 := congrArg conj h0
      simpa using h1
    have hx : HasDerivAt (fun t : ℝ => (t : ℂ)) 1 x := by
      simpa using (hasDerivAt_id x).ofReal_comp
    have hf := (hx.sub_const (conj z)).fun_div (hx.sub_const z) hz
    have hp := hf.fun_mul (ih fun w hw => h w (Multiset.mem_cons_of_mem hw))
    have hN : (normSq ((x : ℂ) - z) : ℂ) = ((x : ℂ) - z) * ((x : ℂ) - conj z) := by
      rw [← Complex.mul_conj]
      simp
    have hnum : 1 * ((x : ℂ) - z) - ((x : ℂ) - conj z) * 1 = I * ((-2 * z.im : ℝ) : ℂ) := by
      apply Complex.ext <;> simp
      ring
    -- one resonance contributes one Lorentzian
    have key : (1 * ((x : ℂ) - z) - ((x : ℂ) - conj z) * 1) / ((x : ℂ) - z) ^ 2 =
        I * ((-2 * z.im / normSq ((x : ℂ) - z) : ℝ) : ℂ) *
          (((x : ℂ) - conj z) / ((x : ℂ) - z)) := by
      rw [hnum, Complex.ofReal_div, hN]
      field_simp
    have hl : lorentzSum (z ::ₘ s) x =
        -2 * z.im / normSq ((x : ℂ) - z) + lorentzSum s x := by
      simp [lorentzSum]
    simp only [Multiset.map_cons, Multiset.prod_cons]
    refine hp.congr_deriv ?_
    rw [key, hl, Complex.ofReal_add]
    ring
```

The product formula requires M to be invertible. Because det M is continuous in x, invertibility at x persists nearby, so the formula may be differentiated:

d(det S)/dx = iτ det S.

On a continuous branch of the phase this reads τ = 2 dδ/dx, and ħτ is the Wigner time delay summed over channels.

```lean
/-- For Hermitian `H` and real `x` at which the Green's function exists, the energy derivative of
`det S` is `i τ det S`, where `τ` is the sum of Lorentzians over the resonance energies. -/
theorem hasDerivAt_det_scattering {H : Matrix n n ℂ} (hH : H.IsHermitian)
    (W : Matrix n m ℂ) (x : ℝ) (hM : (invGreen H W x).det ≠ 0) :
    HasDerivAt (fun t : ℝ => (scattering H W t).det)
      (I * (lorentzSum (resonances H W) x : ℂ) * (scattering H W x).det) x := by
  have hne : ∀ z ∈ resonances H W, (x : ℂ) ≠ z := by
    intro z hz hxz
    apply hM
    rw [det_invGreen]
    exact Multiset.prod_eq_zero (Multiset.mem_map.mpr ⟨z, hz, sub_eq_zero.mpr hxz⟩)
  -- the Green's function still exists at nearby energies
  have hc : Continuous fun t : ℝ => (invGreen H W t).det := by
    apply Continuous.matrix_det
    unfold invGreen
    fun_prop
  have hev := hc.continuousAt.eventually_ne hM
  rw [det_scattering_eq_prod hH W x hM]
  refine (hasDerivAt_prod _ x hne).congr_of_eventuallyEq ?_
  filter_upwards [hev] with t ht
  exact det_scattering_eq_prod hH W t ht
```

## A single level

For one level at real energy e, WW† is the number Γ = Σ|W_c|², and M = x − e + iΓ/2. Hence

det S = (x − e − iΓ/2)/(x − e + iΓ/2).

The condition Γ ≠ 0 makes M nonzero at every real x, including x = e.

Take e = 0, x = 1 and two channels with W = (1, 1). Then Γ = 2, M = 1 + i and δ = −π/4, so

det S = (1 − i)/(1 + i) = −i = exp(2iδ).

The only resonance is z = −i, which gives τ = 2/|1 + i|² = 1.

```lean
/-- Breit-Wigner form: one level at energy `e`, coupled to any number of channels with nonzero
total width `Γ = ∑ |W_c|²`, has `det S = (x - e - iΓ/2)/(x - e + iΓ/2)`. -/
theorem breit_wigner (e x : ℝ) (W : Matrix (Fin 1) m ℂ) (Γ : ℝ)
    (hΓ : Γ = ∑ c, normSq (W 0 c)) (h0 : Γ ≠ 0) :
    (scattering !![(e : ℂ)] W x).det =
      ((x : ℂ) - e - I * Γ / 2) / ((x : ℂ) - e + I * Γ / 2) := by
  have hW : (W * Wᴴ) 0 0 = (Γ : ℂ) := by
    rw [hΓ, Matrix.mul_apply, Complex.ofReal_sum]
    exact Finset.sum_congr rfl fun c _ => Complex.mul_conj (W 0 c)
  have hd : (invGreen !![(e : ℂ)] W x).det = (x : ℂ) - e + I * Γ / 2 := by
    rw [Matrix.det_fin_one, invGreen, Matrix.add_apply, Matrix.smul_apply, hW]
    simp
    ring
  have hM : (invGreen !![(e : ℂ)] W x).det ≠ 0 := by
    rw [hd]
    intro h
    apply h0
    have him := congrArg Complex.im h
    simpa using him
  rw [det_scattering _ W x hM, hd, Matrix.det_fin_one, Matrix.sub_apply,
    Matrix.smul_apply (I / 2), hW]
  congr 1
  simp
  ring

end

end TotalScatteringPhase
```

```lean
#print axioms TotalScatteringPhase.total_scattering_phase
-- 'TotalScatteringPhase.total_scattering_phase' depends on axioms: [propext, Classical.choice, Quot.sound]
#print axioms TotalScatteringPhase.hasDerivAt_det_scattering
-- 'TotalScatteringPhase.hasDerivAt_det_scattering' depends on axioms: [propext, Classical.choice, Quot.sound]
#print axioms TotalScatteringPhase.breit_wigner
-- 'TotalScatteringPhase.breit_wigner' depends on axioms: [propext, Classical.choice, Quot.sound]
```
